# The permanent of a sum of two matrices, expanded over pairs of mode sets

Indistinguishable, non-interacting bosons enter a linear network, one in each input mode, and each can pass through either of two channels. To split their joint amplitude by channel, we need an amplitude for a subset $T$ of input modes to reach a subset $S$ of output modes. We model it as a sum over bijections from $T$ to $S$, rather than as the permanent of a cut-out submatrix, so the modes need no ordering and $S$ and $T$ may differ in size.

## Splitting the amplitude by channel

Let $A$ and $B$ be square matrices over a commutative ring, with rows and columns labelled by the same finite set of modes. The entry $A_{ij}$ is the amplitude for one boson to go from input mode $j$ to output mode $i$ through channel $A$, and $B_{ij}$ is the same for channel $B$. The alternatives are coherent, so the single-boson amplitude is $A_{ij}+B_{ij}$. With one boson in every input mode and one in every output mode, the joint amplitude is the permanent

$$\operatorname{perm}(A+B)=\sum_\sigma\prod_j (A+B)_{\sigma(j)\,j},$$

where $\sigma$ runs over the permutations of the modes. For sets of modes $S$ and $T$, define

$$P_A(S,T)=\sum_{e:T\to S}\ \prod_{j\in T}A_{e(j)\,j},$$

where $e$ runs over bijections. If $|S|\neq|T|$ there are none, and $P_A(S,T)=0$. The claim is

$$\operatorname{perm}(A+B)=\sum_{|S|=|T|}P_A(S,T)\,P_B(S^c,T^c).$$

First expand the product for a fixed $\sigma$. Each factor contributes either its $A$ term or its $B$ term; let $T$ be the set of inputs that contribute $A$:

$$\prod_j (A+B)_{\sigma(j)\,j}=\sum_T\ \prod_{j\in T}A_{\sigma(j)\,j}\prod_{j\in T^c}B_{\sigma(j)\,j}.$$

Sum over $\sigma$, exchange the two sums, and for each $T$ group the permutations by the image $S=\sigma(T)$. Such a $\sigma$ restricts to bijections $e:T\to S$ and $f:T^c\to S^c$. Conversely, any such pair glues to exactly one permutation carrying $T$ onto $S$. Hence

$$\sum_{\sigma(T)=S}\ \prod_{j\in T}A_{\sigma(j)\,j}\prod_{j\in T^c}B_{\sigma(j)\,j}
=\sum_{e,f}\ \prod_{j\in T}A_{e(j)\,j}\prod_{j\in T^c}B_{f(j)\,j}
=P_A(S,T)\,P_B(S^c,T^c).$$

Summing over $S$ and $T$ gives the claim, since pairs of unequal size contribute zero.

Three consequences follow.

- For fixed $T$ and $B=A$, the two products recombine into $\prod_j A_{\sigma(j)\,j}$, so $\operatorname{perm}A=\sum_S P_A(S,T)P_A(S^c,T^c)$. This is the Laplace expansion along the columns $T$.
- Replacing $A$ by $xA$ multiplies each product over $T$ by $x^{|T|}$. The terms of $\operatorname{perm}(xA+yB)$ therefore carry $x^{|T|}y^{|T^c|}$.
- If $A$ is diagonal with entries $d_j$, a bijection that moves any mode gives a zero factor. Only $S=T$ with the identity survives, and $\operatorname{perm}(A+B)=\sum_T\bigl(\prod_{j\in T}d_j\bigr)P_B(T^c,T^c)$.

For non-interacting bosons with single occupation, the weighted formula shows how a phase common to one channel enters an interferometer amplitude: with $x=e^{i\varphi}$, a term with $|T|$ bosons in channel $A$ acquires $e^{i|T|\varphi}$.

## Mode sets and partial amplitudes in Lean

In the code `n` is the type of mode labels, not the number of modes, and `R` is the ring of amplitudes, for instance the complex numbers. Neither matrix is assumed unitary. The step left to physics is the identification of the permanent with the Fock-space transition amplitude. Multiply occupied modes, which require repeated rows or columns and normalisation factors, do not fit this description by sets.

```lean
import Mathlib

open Finset

namespace BosonChannelSplitting

variable {n R : Type*} [DecidableEq n] [CommRing R]
```

The partial amplitude $P_A(S,T)$ is `subPerm A S T`, with outputs before inputs, as in a matrix entry. The type `T ≃ S` consists of the bijections from $T$ to $S$.

```lean
/-- Amplitude for bosons entering one in each mode of `T` (columns) to leave one in each mode of `S`
(rows): the sum over all bijections from `T` to `S` of the product of single-boson amplitudes. -/
def subPerm (A : Matrix n n R) (S T : Finset n) : R :=
  ∑ e : T ≃ S, ∏ j : T, A (e j) j
```

A chosen matching `e₀` of $T$ with $S$ turns the partial amplitude into an ordinary permanent. Row $j$ of the submatrix is row `e₀ j` of $A$, and composing a bijection with the inverse of `e₀` gives a permutation of $T$.

```lean
/-- Once the modes `T` are matched with the modes `S` by some bijection, the amplitude is the
permanent of the square submatrix with rows `S` and columns `T`. -/
theorem subPerm_eq_permanent (A : Matrix n n R) (S T : Finset n) (e₀ : T ≃ S) :
    subPerm A S T =
      (A.submatrix (fun j : T => (e₀ j : n)) (fun j : T => (j : n))).permanent := by
  unfold subPerm Matrix.permanent
  -- composing with the fixed matching turns bijections into permutations
  let E : (T ≃ S) ≃ Equiv.Perm T :=
    { toFun := fun e => e.trans e₀.symm
      invFun := fun σ => σ.trans e₀
      left_inv := fun e => Equiv.ext fun j => e₀.apply_symm_apply (e j)
      right_inv := fun σ => Equiv.ext fun j => e₀.symm_apply_apply (σ j) }
  refine Fintype.sum_equiv E _ _ fun e => Finset.prod_congr rfl fun j _ => ?_
  change A (e j) j = A (e₀ (e₀.symm (e j))) j
  rw [Equiv.apply_symm_apply]
```

A bijection between finite sets forces equal cardinalities, so for unequal sizes the sum is empty.

```lean
/-- With exactly one boson in each listed mode, sets of different size hold different numbers of
bosons, and the amplitude between them vanishes. -/
theorem subPerm_eq_zero (A : Matrix n n R) {S T : Finset n} (h : S.card ≠ T.card) :
    subPerm A S T = 0 :=
  Finset.sum_eq_zero fun e _ =>
    absurd (by simpa only [Fintype.card_coe] using (Fintype.card_congr e).symm) h
```

## Restricting and gluing permutations

The next theorem is the factorisation for fixed $S$ and $T$. The condition `T.image σ = S` says that $\sigma$ carries $T$ onto $S$; `key` and `keyc` restate it as membership conditions, which allow $\sigma$ to be restricted to $T$ and to its complement. After the product of sums has been written as a sum over pairs, `Finset.sum_bij` asks for four things: the restrictions form an admissible pair, they determine $\sigma$, every pair arises, and the summands agree. The third is the gluing step: the map `g` follows `e` on $T$ and `f` elsewhere. It is injective, hence bijective on a finite set.

```lean
/-- Summed over the permutations that carry the input modes `T` onto the output modes `S`, the
amplitude factorises into one factor for channel `A` and one for channel `B`. -/
theorem sum_carrying_eq_mul [Fintype n] (A B : Matrix n n R) (S T : Finset n) :
    ∑ σ ∈ univ.filter (fun σ : Equiv.Perm n => T.image σ = S),
      (∏ j ∈ T, A (σ j) j) * ∏ j ∈ Tᶜ, B (σ j) j = subPerm A S T * subPerm B Sᶜ Tᶜ := by
  have key : ∀ σ : Equiv.Perm n, T.image σ = S → ∀ j, j ∈ T ↔ σ j ∈ S := by
    rintro σ rfl j
    simp
  have keyc : ∀ σ : Equiv.Perm n, T.image σ = S → ∀ j, j ∈ Tᶜ ↔ σ j ∈ Sᶜ := by
    intro σ h j
    rw [mem_compl, mem_compl, key σ h j]
  rw [subPerm, subPerm, Finset.sum_mul_sum, ← Finset.sum_product']
  -- a permutation is sent to its restrictions to `T` and to the complement of `T`
  refine Finset.sum_bij (fun σ hσ =>
    ((σ.subtypeEquiv (key σ (mem_filter.1 hσ).2) : T ≃ S),
      (σ.subtypeEquiv (keyc σ (mem_filter.1 hσ).2) :
        (Tᶜ : Finset n) ≃ (Sᶜ : Finset n)))) ?_ ?_ ?_ ?_
  · intro σ hσ
    exact mem_product.2 ⟨mem_univ _, mem_univ _⟩
  · intro σ hσ τ hτ h
    refine Equiv.ext fun j => ?_
    by_cases hj : j ∈ T
    · exact congrArg (fun e : T ≃ S => ((e ⟨j, hj⟩ : S) : n)) (congrArg Prod.fst h)
    · exact congrArg (fun e : (Tᶜ : Finset n) ≃ (Sᶜ : Finset n) =>
        ((e ⟨j, mem_compl.2 hj⟩ : (Sᶜ : Finset n)) : n)) (congrArg Prod.snd h)
  · rintro ⟨e, f⟩ _
    -- glue the two bijections together
    obtain ⟨g, gT, gC⟩ : ∃ g : n → n, (∀ j (h : j ∈ T), g j = e ⟨j, h⟩) ∧
        (∀ j (h : j ∈ Tᶜ), g j = f ⟨j, h⟩) :=
      ⟨fun j => if h : j ∈ T then (e ⟨j, h⟩ : n) else (f ⟨j, mem_compl.2 h⟩ : n),
        fun j h => dif_pos h, fun j h => dif_neg (mem_compl.1 h)⟩
    have hg : ∀ j, j ∈ T ↔ g j ∈ S := by
      intro j
      by_cases h : j ∈ T
      · rw [gT j h]
        exact ⟨fun _ => (e _).2, fun _ => h⟩
      · have h2 := mem_compl.1 (f ⟨j, mem_compl.2 h⟩).2
        rw [gC j (mem_compl.2 h)]
        exact ⟨fun h' => absurd h' h, fun h' => absurd h' h2⟩
    have hinj : Function.Injective g := by
      intro a b hab
      by_cases ha : a ∈ T
      · have hb : b ∈ T := (hg b).2 (by rw [← hab]; exact (hg a).1 ha)
        rw [gT a ha, gT b hb] at hab
        exact congrArg Subtype.val (e.injective (Subtype.ext hab))
      · have hb : b ∉ T := fun hb => ha ((hg a).2 (by rw [hab]; exact (hg b).1 hb))
        rw [gC a (mem_compl.2 ha), gC b (mem_compl.2 hb)] at hab
        exact congrArg Subtype.val (f.injective (Subtype.ext hab))
    have hbij : Function.Bijective g := Finite.injective_iff_bijective.1 hinj
    have himg : T.image g = S := by
      ext x
      rw [mem_image]
      constructor
      · rintro ⟨j, hj, rfl⟩
        exact (hg j).1 hj
      · intro hx
        obtain ⟨j, rfl⟩ := hbij.2 x
        exact ⟨j, (hg j).2 hx, rfl⟩
    refine ⟨Equiv.ofBijective g hbij, mem_filter.2 ⟨mem_univ _, himg⟩, ?_⟩
    exact Prod.ext (Equiv.ext fun j => Subtype.ext (gT j.1 j.2))
      (Equiv.ext fun j => Subtype.ext (gC j.1 j.2))
  · intro σ hσ
    exact congrArg₂ (· * ·) (Finset.prod_coe_sort T (fun j => A (σ j) j)).symm
      (Finset.prod_coe_sort Tᶜ (fun j => B (σ j) j)).symm
```

Grouping all permutations by the image of $T$ is done by `Finset.sum_fiberwise`. The result is the amplitude when each input mode is assigned a channel.

```lean
/-- If the bosons from the modes `T` take channel `A` and all others take channel `B`, the total
amplitude is a sum over the sets `S` of output modes reached through channel `A`. -/
theorem sum_fixed_inputs [Fintype n] (A B : Matrix n n R) (T : Finset n) :
    ∑ σ : Equiv.Perm n, (∏ j ∈ T, A (σ j) j) * ∏ j ∈ Tᶜ, B (σ j) j =
      ∑ S : Finset n, subPerm A S T * subPerm B Sᶜ Tᶜ := by
  rw [← Finset.sum_fiberwise univ (fun σ : Equiv.Perm n => T.image σ)]
  exact Finset.sum_congr rfl fun S _ => sum_carrying_eq_mul A B S T
```

Setting both channels equal gives the Laplace expansion. Here $S$ runs over all subsets, with those of the wrong size contributing zero.

```lean
/-- Laplace expansion of the permanent along any chosen set `T` of columns. -/
theorem permanent_laplace [Fintype n] (A : Matrix n n R) (T : Finset n) :
    A.permanent = ∑ S : Finset n, subPerm A S T * subPerm A Sᶜ Tᶜ := by
  rw [← sum_fixed_inputs, Matrix.permanent]
  exact Finset.sum_congr rfl fun σ _ =>
    (Finset.prod_mul_prod_compl T (fun j => A (σ j) j)).symm
```

## Summing over the channel choices

In the main theorem, `powersetCard T.card univ` is the collection of mode sets with as many elements as $T$. The proof runs the derivation from right to left: `h` extends the inner sum to all $S$ and turns it back into a sum over permutations, `Finset.sum_comm` exchanges the sums, and `Finset.prod_add` supplies the expansion over $T$.

```lean
/-- Bosons with two alternative channels `A` and `B`: the amplitude of `A + B` is the sum, over
input sets `T` and output sets `S` of equal size, of the amplitude from `T` to `S` through `A`
times the amplitude between the complementary sets through `B`. -/
theorem permanent_add [Fintype n] (A B : Matrix n n R) :
    (A + B).permanent = ∑ T : Finset n, ∑ S ∈ powersetCard T.card univ,
      subPerm A S T * subPerm B Sᶜ Tᶜ := by
  -- sets of unequal size contribute nothing, so `S` may run over all sets
  have h : ∀ T : Finset n, ∑ S ∈ powersetCard T.card univ, subPerm A S T * subPerm B Sᶜ Tᶜ =
      ∑ σ : Equiv.Perm n, (∏ j ∈ T, A (σ j) j) * ∏ j ∈ Tᶜ, B (σ j) j := by
    intro T
    rw [sum_fixed_inputs]
    refine Finset.sum_subset (subset_univ _) fun S _ hS => ?_
    rw [subPerm_eq_zero A (fun h => hS (mem_powersetCard.2 ⟨subset_univ _, h⟩)), zero_mul]
  rw [Finset.sum_congr rfl fun T _ => h T, Finset.sum_comm, Matrix.permanent]
  refine Finset.sum_congr rfl fun σ _ => ?_
  -- each boson chooses a channel; `T` collects those that choose `A`
  simp only [Matrix.add_apply]
  rw [Finset.prod_add, Finset.powerset_univ]
  exact Finset.sum_congr rfl fun T _ => by rw [Finset.compl_eq_univ_sdiff]
```

## Channel weights and a diagonal channel

Scaling a channel takes one factor out of each single-boson amplitude.

```lean
/-- A common factor `x` on every single-boson amplitude appears once for each boson. -/
theorem subPerm_smul (x : R) (A : Matrix n n R) (S T : Finset n) :
    subPerm (x • A) S T = x ^ T.card * subPerm A S T := by
  unfold subPerm
  rw [Finset.mul_sum]
  refine Finset.sum_congr rfl fun e _ => ?_
  simp only [Matrix.smul_apply, smul_eq_mul, Finset.prod_mul_distrib, Finset.prod_const,
    Finset.card_univ, Fintype.card_coe]
```

Applying this to both channels in the main theorem gives each term its powers of $x$ and $y$.

```lean
/-- With channel weights `x` and `y`, each term carries one factor `x` per boson in channel `A`
and one factor `y` per boson in channel `B`. -/
theorem permanent_weighted_add [Fintype n] (x y : R) (A B : Matrix n n R) :
    (x • A + y • B).permanent = ∑ T : Finset n, ∑ S ∈ powersetCard T.card univ,
      x ^ T.card * y ^ Tᶜ.card * (subPerm A S T * subPerm B Sᶜ Tᶜ) := by
  rw [permanent_add]
  refine Finset.sum_congr rfl fun T _ => Finset.sum_congr rfl fun S _ => ?_
  rw [subPerm_smul, subPerm_smul]
  ring
```

For a diagonal channel, `off` states that a bijection moving some mode contributes zero. When $S=T$ this leaves the identity. When $S\neq T$ nothing remains, because a bijection fixing every mode would make the sets equal.

```lean
/-- A diagonal channel leaves every boson in its mode: the amplitude from `T` to `S` is the
product of the diagonal entries over `T` if `S = T`, and zero otherwise. -/
theorem subPerm_diagonal (d : n → R) (S T : Finset n) :
    subPerm (Matrix.diagonal d) S T = if S = T then ∏ j ∈ T, d j else 0 := by
  unfold subPerm
  have off : ∀ e : T ≃ S, (∃ j : T, (e j : n) ≠ j) →
      ∏ j : T, Matrix.diagonal d (e j : n) (j : n) = 0 := by
    rintro e ⟨j, hj⟩
    exact Finset.prod_eq_zero (mem_univ j) (Matrix.diagonal_apply_ne d hj)
  have mem : ∀ (U : Finset n) (a b : n), a = b → b ∈ U → a ∈ U := by
    rintro U a b rfl hb
    exact hb
  split_ifs with h
  · subst h
    rw [Finset.sum_eq_single (Equiv.refl _)]
    · simp only [Equiv.refl_apply, Matrix.diagonal_apply_eq]
      exact Finset.prod_coe_sort _ d
    · intro e _ he
      refine off e (by_contra fun hc => he (Equiv.ext fun j => Subtype.ext ?_))
      exact by_contra fun hj => hc ⟨j, hj⟩
    · intro h'
      exact absurd (mem_univ _) h'
  · refine Finset.sum_eq_zero fun e _ => off e (by_contra fun hc => h ?_)
    have hc' : ∀ j : T, (e j : n) = j := fun j => by_contra fun hj => hc ⟨j, hj⟩
    ext x
    constructor
    · intro hx
      have h1 := hc' (e.symm ⟨x, hx⟩)
      rw [Equiv.apply_symm_apply] at h1
      exact mem T _ _ h1 (e.symm ⟨x, hx⟩).2
    · intro hx
      exact mem S _ _ (hc' ⟨x, hx⟩).symm (e ⟨x, hx⟩).2
```

Substitution into the main theorem removes the sum over $S$. The remaining factor `subPerm B Tᶜ Tᶜ` is a principal subpermanent of $B$, with the same modes selected as rows and columns.

```lean
/-- If one channel is diagonal, the amplitude is a sum over the set `T` of bosons that take it,
with the remaining bosons redistributed among their own modes by channel `B`. -/
theorem permanent_diagonal_add [Fintype n] (d : n → R) (B : Matrix n n R) :
    (Matrix.diagonal d + B).permanent =
      ∑ T : Finset n, (∏ j ∈ T, d j) * subPerm B Tᶜ Tᶜ := by
  rw [permanent_add]
  refine Finset.sum_congr rfl fun T _ => ?_
  rw [Finset.sum_eq_single T]
  · rw [subPerm_diagonal, if_pos rfl]
  · intro S _ h
    rw [subPerm_diagonal, if_neg h, zero_mul]
  · intro h
    exact absurd (mem_powersetCard.2 ⟨subset_univ _, rfl⟩) h

end BosonChannelSplitting
```

```lean
#print axioms BosonChannelSplitting.permanent_laplace
-- 'BosonChannelSplitting.permanent_laplace' depends on axioms: [propext, Classical.choice, Quot.sound]
#print axioms BosonChannelSplitting.permanent_add
-- 'BosonChannelSplitting.permanent_add' depends on axioms: [propext, Classical.choice, Quot.sound]
#print axioms BosonChannelSplitting.permanent_weighted_add
-- 'BosonChannelSplitting.permanent_weighted_add' depends on axioms: [propext, Classical.choice, Quot.sound]
#print axioms BosonChannelSplitting.permanent_diagonal_add
-- 'BosonChannelSplitting.permanent_diagonal_add' depends on axioms: [propext, Classical.choice, Quot.sound]
```
